# The exchange overlap of a normalised three-particle amplitude antisymmetric in its first pair lies between −1 and 1/2

## Why does the swap overlap stop at 1/2?

I antisymmetrise a three-electron trial state, built as a sum of terms, each an antisymmetric pair times an orbital for the third electron, and then divide by its norm. For that norm I compute the overlap $x$ of the unit-norm trial state with its copy in which electrons 2 and 3 are swapped. Two unit vectors can have any overlap up to 1 in modulus, yet my $x$ is always real and never exceeds $1/2$. Is that a bug? And if I find $x=-1$, is the state already fully antisymmetric?

## Two squared norms set the limits

It is not a bug, and $x=-1$ does mean full antisymmetry. Let $\psi(i,j,k)$ be the coefficients of the state in a finite orthonormal set of spin orbitals, with $\psi(j,i,k)=-\psi(i,j,k)$ and $\sum|\psi(i,j,k)|^2=1$. Sums run over all three indices, and

$$x=\sum \overline{\psi(i,j,k)}\,\psi(i,k,j).$$

Conjugating $x$ and renaming $j\leftrightarrow k$ gives $x$ back, so $x$ is real. Next,

$$\sum|\psi(i,j,k)+\psi(i,k,j)|^2=2+2x\ge 0,$$

so $x\ge-1$. If $x=-1$, every term vanishes and $\psi(i,k,j)=-\psi(i,j,k)$. The third exchange follows: $\psi(k,j,i)=-\psi(j,k,i)=\psi(j,i,k)=-\psi(i,j,k)$. Conversely, full antisymmetry makes the sum zero, so $x=-1$.

For the upper limit, take the cyclic sum $C(i,j,k)=\psi(i,j,k)+\psi(j,k,i)+\psi(k,i,j)$. In $\sum|C|^2$ the three squares give 3. The three cross sums are cyclic relabellings of each other, and one of them is

$$\sum\overline{\psi(k,i,j)}\,\psi(i,j,k)=-\sum\overline{\psi(i,k,j)}\,\psi(i,j,k)=-\overline{x}=-x.$$

Each enters as twice its real part, hence $\sum|C|^2=3-6x\ge0$ and $x\le1/2$, with equality exactly when $C=0$.

If you antisymmetrise by averaging over all six permutations with their signs (prefactor $1/3!$), your antisymmetrised state is $C/3$, with squared norm $(1-2x)/3$; with the prefactor $1/\sqrt{3!}$ the squared norm is six times larger. At $x=1/2$ nothing is left to normalise. This gives the norm for three electrons in a finite orthonormal basis; non-orthogonal orbitals would need overlap matrices in the sums.

In the Lean file, `ι` is the finite set of spin orbitals and `ψ : ι → ι → ι → ℂ` the amplitude. `weight` is the squared norm, `overlap` is $x$ as a complex number, and `cyclicSum` is $C$. The main theorem, `exchange_overlap_bounds`, assumes `PairAntisymm ψ` (particles 1 and 2 behave as identical fermions) and `weight ψ = 1`. It concludes that the imaginary part of $x$ is zero, that the real part lies between $-1$ and $1/2$, and that it equals $-1$ exactly when `TotallyAntisymm ψ` holds, meaning a sign change under all three exchanges. No Hamiltonian enters.

```lean
import Mathlib

open scoped ComplexConjugate

namespace ThreeParticleExchange

noncomputable section

variable {ι : Type*} [Fintype ι]

/-- The squared norm of a three-particle amplitude. -/
def weight (ψ : ι → ι → ι → ℂ) : ℝ := ∑ i, ∑ j, ∑ k, ‖ψ i j k‖ ^ 2

/-- The overlap of an amplitude with its copy in which particles 2 and 3 are exchanged. -/
def overlap (ψ : ι → ι → ι → ℂ) : ℂ := ∑ i, ∑ j, ∑ k, conj (ψ i j k) * ψ i k j

/-- The sum of an amplitude over the three cyclic permutations of its indices. -/
def cyclicSum (ψ : ι → ι → ι → ℂ) (i j k : ι) : ℂ := ψ i j k + ψ j k i + ψ k i j

/-- The amplitude changes sign when particles 1 and 2 are exchanged. -/
def PairAntisymm (ψ : ι → ι → ι → ℂ) : Prop := ∀ i j k, ψ j i k = -ψ i j k

/-- The amplitude changes sign under each of the three exchanges of two particles. -/
def TotallyAntisymm (ψ : ι → ι → ι → ℂ) : Prop :=
  (∀ i j k, ψ j i k = -ψ i j k) ∧ (∀ i j k, ψ i k j = -ψ i j k) ∧
    (∀ i j k, ψ k j i = -ψ i j k)

/-- A sum over three indices is unchanged when the indices are relabelled cyclically. -/
theorem sum_cyclic (g : ι → ι → ι → ℝ) :
    ∑ i, ∑ j, ∑ k, g j k i = ∑ i, ∑ j, ∑ k, g i j k := by
  rw [Finset.sum_comm]
  exact Finset.sum_congr rfl fun j _ => Finset.sum_comm

/-- An amplitude has zero norm exactly when all its components vanish. -/
theorem weight_eq_zero (φ : ι → ι → ι → ℂ) : weight φ = 0 ↔ ∀ i j k, φ i j k = 0 := by
  constructor
  · intro h i j k
    unfold weight at h
    have h1 := (Finset.sum_eq_zero_iff_of_nonneg (fun i _ => by positivity)).1 h
      i (Finset.mem_univ i)
    have h2 := (Finset.sum_eq_zero_iff_of_nonneg (fun j _ => by positivity)).1 h1
      j (Finset.mem_univ j)
    have h3 := (Finset.sum_eq_zero_iff_of_nonneg (fun k _ => by positivity)).1 h2
      k (Finset.mem_univ k)
    simpa using h3
  · intro h
    simp [weight, h]

/-- The exchange overlap of any three-particle amplitude is real. -/
theorem overlap_im (ψ : ι → ι → ι → ℂ) : (overlap ψ).im = 0 := by
  rw [← Complex.conj_eq_iff_im]
  simp only [overlap, map_sum, map_mul, Complex.conj_conj]
  -- relabelling particles 2 and 3 undoes the conjugation
  refine Finset.sum_congr rfl fun i _ => ?_
  rw [Finset.sum_comm]
  exact Finset.sum_congr rfl fun j _ => Finset.sum_congr rfl fun k _ => mul_comm _ _

/-- The squared norm of the sum of an amplitude and its copy with particles 2 and 3 exchanged is
twice the squared norm of the amplitude plus twice the real part of its exchange overlap. -/
theorem weight_add_exchange (ψ : ι → ι → ι → ℂ) :
    weight (fun i j k => ψ i j k + ψ i k j) = 2 * weight ψ + 2 * (overlap ψ).re := by
  have e : ∀ a b : ℂ, ‖a + b‖ ^ 2 = ‖a‖ ^ 2 + ‖b‖ ^ 2 + 2 * (conj a * b).re := by
    intro a b
    simp only [Complex.sq_norm, Complex.normSq_apply, Complex.add_re, Complex.add_im,
      Complex.mul_re, Complex.conj_re, Complex.conj_im]
    ring
  have s : ∑ i, ∑ j, ∑ k, ‖ψ i k j‖ ^ 2 = ∑ i, ∑ j, ∑ k, ‖ψ i j k‖ ^ 2 :=
    Finset.sum_congr rfl fun i _ => Finset.sum_comm
  simp only [weight, overlap, Complex.re_sum, e, Finset.sum_add_distrib, ← Finset.mul_sum]
  linarith

/-- For an amplitude antisymmetric in particles 1 and 2, the squared norm of the cyclic sum
is three times the squared norm of the amplitude minus six times the exchange overlap. -/
theorem weight_cyclicSum (ψ : ι → ι → ι → ℂ) (h : PairAntisymm ψ) :
    weight (cyclicSum ψ) = 3 * weight ψ - 6 * (overlap ψ).re := by
  have e : ∀ a b c : ℂ, ‖a + b + c‖ ^ 2 = ‖a‖ ^ 2 + ‖b‖ ^ 2 + ‖c‖ ^ 2
      + 2 * (conj a * b).re + 2 * (conj b * c).re + 2 * (conj c * a).re := by
    intro a b c
    simp only [Complex.sq_norm, Complex.normSq_apply, Complex.add_re, Complex.add_im,
      Complex.mul_re, Complex.conj_re, Complex.conj_im]
    ring
  have s1 : ∑ i, ∑ j, ∑ k, ‖ψ j k i‖ ^ 2 = ∑ i, ∑ j, ∑ k, ‖ψ i j k‖ ^ 2 :=
    sum_cyclic fun i j k => ‖ψ i j k‖ ^ 2
  have s2 : ∑ i, ∑ j, ∑ k, ‖ψ k i j‖ ^ 2 = ∑ i, ∑ j, ∑ k, ‖ψ i j k‖ ^ 2 :=
    (sum_cyclic fun i j k => ‖ψ k i j‖ ^ 2).symm
  -- the three cross terms are cyclic relabellings of each other
  have t1 : ∑ i, ∑ j, ∑ k, (conj (ψ j k i) * ψ k i j).re
      = ∑ i, ∑ j, ∑ k, (conj (ψ i j k) * ψ j k i).re :=
    sum_cyclic fun i j k => (conj (ψ i j k) * ψ j k i).re
  have t2 : ∑ i, ∑ j, ∑ k, (conj (ψ k i j) * ψ i j k).re
      = ∑ i, ∑ j, ∑ k, (conj (ψ i j k) * ψ j k i).re :=
    (sum_cyclic fun i j k => (conj (ψ k i j) * ψ i j k).re).symm
  -- antisymmetry in the first pair turns a cross term into the exchange overlap
  have t3 : ∑ i, ∑ j, ∑ k, (conj (ψ k i j) * ψ i j k).re = -(overlap ψ).re := by
    simp only [overlap, Complex.re_sum, ← Finset.sum_neg_distrib]
    refine Finset.sum_congr rfl fun i _ => Finset.sum_congr rfl fun j _ =>
      Finset.sum_congr rfl fun k _ => ?_
    rw [h i k j]
    simp only [map_neg, Complex.mul_re, Complex.neg_re, Complex.neg_im, Complex.conj_re,
      Complex.conj_im]
    ring
  simp only [weight, cyclicSum, e, Finset.sum_add_distrib, ← Finset.mul_sum]
  linarith

/-- For a normalised amplitude antisymmetric in particles 1 and 2, the exchange overlap is real
and lies between -1 and 1/2; it is -1 exactly when the amplitude is totally antisymmetric. -/
theorem exchange_overlap_bounds (ψ : ι → ι → ι → ℂ) (h : PairAntisymm ψ)
    (hN : weight ψ = 1) :
    (overlap ψ).im = 0 ∧ -1 ≤ (overlap ψ).re ∧ (overlap ψ).re ≤ 1 / 2 ∧
      ((overlap ψ).re = -1 ↔ TotallyAntisymm ψ) := by
  have pos : ∀ φ : ι → ι → ι → ℂ, 0 ≤ weight φ := by
    intro φ
    unfold weight
    positivity
  have a := weight_add_exchange ψ
  have b := weight_cyclicSum ψ h
  have a0 := pos (fun i j k => ψ i j k + ψ i k j)
  have b0 := pos (cyclicSum ψ)
  refine ⟨overlap_im ψ, by linarith, by linarith, ?_, ?_⟩
  · intro hx
    have z := (weight_eq_zero (fun i j k => ψ i j k + ψ i k j)).1 (by linarith)
    have s : ∀ i j k, ψ i k j = -ψ i j k := fun i j k => by
      linear_combination z i j k
    -- the third exchange is a product of the other two
    exact ⟨h, s, fun i j k => by rw [h j k i, s j i k, h i j k, neg_neg]⟩
  · intro ht
    have z := (weight_eq_zero (fun i j k => ψ i j k + ψ i k j)).2 fun i j k => by
      linear_combination ht.2.1 i j k
    linarith

/-- For a normalised amplitude antisymmetric in particles 1 and 2, the exchange overlap is 1/2
exactly when the cyclic sum of the amplitude vanishes. -/
theorem overlap_eq_half_iff (ψ : ι → ι → ι → ℂ) (h : PairAntisymm ψ) (hN : weight ψ = 1) :
    (overlap ψ).re = 1 / 2 ↔ ∀ i j k, cyclicSum ψ i j k = 0 := by
  rw [← weight_eq_zero, weight_cyclicSum ψ h, hN]
  constructor <;> intro _ <;> linarith

/-- With only two one-particle states, every normalised amplitude antisymmetric in particles
1 and 2 has exchange overlap 1/2. -/
theorem overlap_two_states (ψ : Fin 2 → Fin 2 → Fin 2 → ℂ) (h : PairAntisymm ψ)
    (hN : weight ψ = 1) : (overlap ψ).re = 1 / 2 := by
  rw [overlap_eq_half_iff ψ h hN]
  have z : ∀ i k, ψ i i k = 0 := fun i k => by linear_combination (1 / 2) * h i i k
  simp [Fin.forall_fin_two, cyclicSum, z, h 0 1]

/-- The normalised determinant of three one-particle states, written as a product of
index differences. -/
def slater (i j k : Fin 3) : ℂ :=
  ((((j.val : ℝ) - i.val) * (k.val - j.val) * (k.val - i.val) / √24 : ℝ) : ℂ)

/-- An antisymmetric pair in two one-particle states, times an equal superposition of these
states for particle 3. -/
def pairTimesOne (i j _k : Fin 2) : ℂ := ((((j.val : ℝ) - i.val) / 2 : ℝ) : ℂ)

/-- The determinant of three states is totally antisymmetric and normalised, and its exchange
overlap is -1. -/
theorem slater_witness :
    TotallyAntisymm slater ∧ weight slater = 1 ∧ (overlap slater).re = -1 := by
  have ht : TotallyAntisymm slater := by
    refine ⟨?_, ?_, ?_⟩ <;> intro i j k <;> simp only [slater] <;> push_cast <;> ring
  have hn : ∀ i j k, ‖slater i j k‖ ^ 2 =
      (((j.val : ℝ) - i.val) * (k.val - j.val) * (k.val - i.val)) ^ 2 / 24 := by
    intro i j k
    rw [slater, Complex.norm_real, Real.norm_eq_abs, sq_abs, div_pow,
      Real.sq_sqrt (by norm_num)]
  have hN : weight slater = 1 := by
    simp only [weight, hn, Fin.sum_univ_three]
    norm_num
  exact ⟨ht, hN, (exchange_overlap_bounds slater ht.1 hN).2.2.2.2 ht⟩

/-- The antisymmetric pair times a one-particle superposition is antisymmetric in particles 1
and 2 and normalised, and its exchange overlap is 1/2. -/
theorem pairTimesOne_witness :
    PairAntisymm pairTimesOne ∧ weight pairTimesOne = 1 ∧
      (overlap pairTimesOne).re = 1 / 2 := by
  have h : PairAntisymm pairTimesOne := by
    intro i j k
    simp only [pairTimesOne]
    push_cast
    ring
  have hn : ∀ i j k, ‖pairTimesOne i j k‖ ^ 2 = (((j.val : ℝ) - i.val) / 2) ^ 2 := by
    intro i j k
    rw [pairTimesOne, Complex.norm_real, Real.norm_eq_abs, sq_abs]
  have hN : weight pairTimesOne = 1 := by
    simp only [weight, hn, Fin.sum_univ_two]
    norm_num
  exact ⟨h, hN, overlap_two_states pairTimesOne h hN⟩

end

end ThreeParticleExchange
```

```lean
#print axioms ThreeParticleExchange.exchange_overlap_bounds
```

```
'ThreeParticleExchange.exchange_overlap_bounds' depends on axioms: [propext, Classical.choice, Quot.sound]
```

`overlap_im` is the renaming argument, with `Finset.sum_comm` swapping the sums over $j$ and $k$. `weight_add_exchange` and `weight_cyclicSum` are the two squared norms before setting $\sum|\psi|^2=1$. In each, the local identity `e` expands the squared modulus of a complex sum. In the second, `s1` and `s2` relabel the squares through `sum_cyclic`, `t1` and `t2` relabel the cross terms, and `t3` uses pair antisymmetry to produce $-x$.

The main theorem then gets both bounds by `linarith` from the non-negativity of the two norms. For the equality case, `weight_eq_zero` turns a vanishing norm into vanishing components, and the rewrites with `h` and `s` are the chain for the third exchange.

`overlap_eq_half_iff` treats the upper end in the same way. `overlap_two_states` shows that two spin orbitals always give $x=1/2$: they cannot hold three fermions, and the cyclic sum vanishes component by component. Both limits are reached. `slater`, the determinant of three states, has entries $\pm1/\sqrt6$ or zero and gives $-1$; `pairTimesOne`, an antisymmetric pair times an equal superposition for particle 3, gives $1/2$. Their norms are evaluated by explicit summation, and the overlaps follow from the general theorems.

The same argument, done here without a Lean proof, handles a unit-norm amplitude symmetric in its first pair. The cross sums become $+x$, so $3+6x\ge0$, while the norm of $\psi(i,j,k)-\psi(i,k,j)$ gives $2-2x\ge0$. Hence $-1/2\le x\le1$, with $x=1$ exactly for full symmetry.
